# In a coupled two-state push–pull chromophore on which the field acts only through a charge-transfer dipole, the zero-field fourth-order response is negative exactly when the energy offset is smaller in magnitude than the coupling

A finite-field calculation on a push–pull chromophore may return a negative fourth-order response next to a positive polarizability. Without a rule for the sign, it is hard to tell whether the number reflects the molecule or a badly chosen field step. A design that brings the neutral and charge-transfer states closer in energy to raise the polarizability can also carry the fourth-order response through zero unnoticed.

For a static model with two basis states, one neutral and one charge-transfer, and no transition dipole between them, the rule is short. Let $V$ be the energy of the charge-transfer state relative to the neutral state, $t>0$ the coupling between them, $m$ the dipole of the charge-transfer state along the field relative to the neutral one, and $E(F)$ the ground energy in a field $F$. At $F=0$,

$$-E''=\frac{2t^2m^2}{(V^2+4t^2)^{3/2}},\qquad -E'''=\frac{6t^2m^3V}{(V^2+4t^2)^{5/2}},\qquad -E''''=\frac{24t^2m^4(V^2-t^2)}{(V^2+4t^2)^{7/2}}.$$

If $m\neq0$, the last is negative exactly for $|V|<t$ and zero exactly for $|V|=t$. Within this two-state model, the formulas give reference values against which a finite-field differentiation routine can be tested.

The responses are plain derivatives, so $E(F)=E(0)+E'(0)F-\tfrac12\alpha F^2-\tfrac16\beta F^3-\tfrac1{24}\gamma F^4+\dots$, with $\alpha=-E''$, $\beta=-E'''$ and $\gamma=-E''''$ at zero field. Conventions that absorb the factorials change the values but not the signs.

## The field shifts only the charge-transfer state

The first assumption is built into the Hamiltonian,

$$H(F)=\begin{pmatrix}0&-t\\-t&\Delta\end{pmatrix},\qquad \Delta=V-mF.$$

Index 0 is the neutral state and index 1 the charge-transfer state. The field enters through the dipole $m$ alone: there is no transition dipole between the two basis states, and $t$ and $V$ do not respond to the field. By hand, this gives $\Delta'=-m$ and $t'=0$ in every differentiation. In the code, `hasDerivAt_detuning` records the first, and `t` is a fixed number. With a transition dipole the coupling would depend on $F$, and further terms would enter the derivatives.

```lean
import Mathlib

open Matrix

namespace PushPullChromophore

noncomputable section

/-- The two-state Hamiltonian of a push-pull chromophore with coupling `t`, charge-transfer
energy `V` and charge-transfer dipole `m`, in a field `F`. -/
def hamiltonian (t m V F : ℝ) : Matrix (Fin 2) (Fin 2) ℝ :=
  !![0, -t; -t, V - m * F]
```

The ground energy is the least real number that is an eigenvalue with a nonzero real eigenvector. In Lean, a vector is a function `Fin 2 → ℝ`, and `H *ᵥ v = e • v` is the eigenvalue equation. Real vectors suffice because $H$ is real symmetric: the real or the imaginary part of a complex eigenvector is itself a real eigenvector.

```lean
/-- `E` is the ground energy of `H`: the least eigenvalue with a nonzero real eigenvector. -/
def IsGroundEnergy (H : Matrix (Fin 2) (Fin 2) ℝ) (E : ℝ) : Prop :=
  IsLeast {e : ℝ | ∃ v : Fin 2 → ℝ, v ≠ 0 ∧ H *ᵥ v = e • v} E
```

The energy zero could have been placed midway between the basis states, with diagonal entries $-\Delta/2$ and $\Delta/2$. This subtracts $\Delta/2$, which is linear in $F$, from both levels. It would change $E$ and its first derivative, but none of the three responses and not the sign rule. For the same reason a dipole of the neutral state can be left out: $-E'$ is here the dipole relative to that of the neutral state.

The model describes one field direction and a static response. Vibrations, solvent and further electronic states are absent.

## Positive coupling keeps the levels apart

The hypothesis `ht : 0 < t` says that the neutral and charge-transfer states mix. The levels are then separated in every field by

$$g=\sqrt{\Delta^2+4t^2}>0,$$

and the lower one should be $(\Delta-g)/2$. These are `gap` and `lowerEnergy`.

```lean
/-- The square root `√((V - mF)² + 4t²)`, the splitting of the two levels in the field `F`. -/
def gap (t m V F : ℝ) : ℝ := Real.sqrt ((V - m * F) ^ 2 + 4 * t ^ 2)

/-- The closed form `(V - mF - gap)/2` for the lower level in the field `F`. -/
def lowerEnergy (t m V F : ℝ) : ℝ := (V - m * F - gap t m V F) / 2
```

To confirm the lower level, write the eigenvalue equation for $v=(v_0,v_1)$ in components:

$$-tv_1=ev_0,\qquad -tv_0+\Delta v_1=ev_1.$$

If $v_0=0$, the first equation and $t\neq0$ give $v_1=0$, so a nonzero eigenvector has $v_0\neq0$. Multiplying the second equation by $t$ and inserting $tv_1=-ev_0$ gives $(e^2-\Delta e-t^2)v_0=0$. Hence $(2e-\Delta)^2=g^2$, and every eigenvalue satisfies $e\geq(\Delta-g)/2$. The bound is attained: with $e=(\Delta-g)/2$, the vector $(t,-e)$ is nonzero and satisfies both equations. It is left unnormalised; the unit vector is $(t,-e)/\sqrt{t^2+e^2}$.

```lean
/-- The eigenvalue equation of the two-state Hamiltonian, written in components. -/
theorem eigen_iff (t m V F e : ℝ) (v : Fin 2 → ℝ) :
    hamiltonian t m V F *ᵥ v = e • v ↔
      -t * v 1 = e * v 0 ∧ -t * v 0 + (V - m * F) * v 1 = e * v 1 := by
  simp [funext_iff, Fin.forall_fin_two, hamiltonian, dotProduct, Fin.sum_univ_two]

/-- For nonzero coupling `t > 0` the gap is positive, and its square is `(V - mF)² + 4t²`. -/
theorem gap_pos_and_sq {t : ℝ} (ht : 0 < t) (m V F : ℝ) :
    0 < gap t m V F ∧ gap t m V F ^ 2 = (V - m * F) ^ 2 + 4 * t ^ 2 := by
  unfold gap
  exact ⟨Real.sqrt_pos.mpr (by positivity), Real.sq_sqrt (by positivity)⟩
```

`eigen_iff` supplies the component equations, and `gap_pos_and_sq` gives $g>0$ and $g^2=\Delta^2+4t^2$. The next theorem has two halves, as `IsLeast` requires. The first exhibits the eigenvector. The second proves `hv0`, cancels $v_0$ to obtain the secular equation `hchar`, and takes the lower bound from `Real.abs_le_sqrt`.

```lean
/-- For `t > 0` the closed form `lowerEnergy` is the ground energy of the chromophore
in every field. -/
theorem lowerEnergy_isGroundEnergy {t : ℝ} (ht : 0 < t) (m V F : ℝ) :
    IsGroundEnergy (hamiltonian t m V F) (lowerEnergy t m V F) := by
  have hsq := (gap_pos_and_sq ht m V F).2
  unfold IsGroundEnergy
  constructor
  · -- an explicit eigenvector
    refine ⟨![t, -lowerEnergy t m V F], fun h => ht.ne' (congrFun h 0), ?_⟩
    rw [eigen_iff]
    constructor
    · change -t * -lowerEnergy t m V F = lowerEnergy t m V F * t
      ring
    · change -t * t + (V - m * F) * -lowerEnergy t m V F
        = lowerEnergy t m V F * -lowerEnergy t m V F
      unfold lowerEnergy
      linear_combination hsq / 4
  · -- every eigenvalue solves the secular equation
    rintro e ⟨v, hv, h⟩
    rw [eigen_iff] at h
    obtain ⟨h0, h1⟩ := h
    have hv0 : v 0 ≠ 0 := by
      intro hz
      rw [hz] at h0
      have h2 : t * v 1 = 0 := by linear_combination -h0
      have h3 : v 1 = 0 := (mul_eq_zero.mp h2).resolve_left ht.ne'
      apply hv
      ext i
      fin_cases i
      · exact hz
      · exact h3
    have hchar : (2 * e - (V - m * F)) ^ 2 = (V - m * F) ^ 2 + 4 * t ^ 2 := by
      apply mul_right_cancel₀ hv0
      linear_combination 4 * (V - m * F - e) * h0 + 4 * t * h1
    have hb := (abs_le.mp (Real.abs_le_sqrt hchar.le)).1
    unfold lowerEnergy gap
    linarith
```

Positive $g$ also permits division by it. The chain rule gives

$$g'=-\frac{m\Delta}{g},\qquad \left(\frac1g\right)'=\frac{m\Delta}{g^3},\qquad E'=\frac12\left(-m+\frac{m\Delta}{g}\right).$$

Differentiating again and using $g^2-\Delta^2=4t^2$,

$$E''=\frac m2\left(-\frac mg+\frac{m\Delta^2}{g^3}\right)=\frac{m^2(\Delta^2-g^2)}{2g^3}=-\frac{2t^2m^2}{g^3}.$$

The third derivative needs only $(g^{-3})'=3m\Delta/g^5$:

$$E'''=-\frac{6t^2m^3\Delta}{g^5}.$$

For the fourth, $(g^{-5})'=5m\Delta/g^7$, so

$$E''''=-6t^2m^3\left(-\frac m{g^5}+\frac{5m\Delta^2}{g^7}\right)=-\frac{6t^2m^4(5\Delta^2-g^2)}{g^7}=\frac{24t^2m^4(t^2-\Delta^2)}{g^7}.$$

```lean
/-- The charge-transfer energy `V - mF` changes with the field at the rate `-m`. -/
theorem hasDerivAt_detuning (m V F : ℝ) :
    HasDerivAt (fun F : ℝ => V - m * F) (-m) F :=
  (((hasDerivAt_id' F).const_mul m).const_sub V).congr_deriv (by ring)

/-- For `t > 0` the gap changes with the field at the rate `-m(V - mF)/gap`. -/
theorem hasDerivAt_gap {t : ℝ} (ht : 0 < t) (m V F : ℝ) :
    HasDerivAt (gap t m V) (-(m * (V - m * F)) / gap t m V F) F := by
  have h1 : HasDerivAt (fun F : ℝ => (V - m * F) ^ 2) (2 * (V - m * F) * -m) F :=
    ((hasDerivAt_detuning m V F).fun_pow 2).congr_deriv (by simp)
  have hne : (V - m * F) ^ 2 + 4 * t ^ 2 ≠ 0 := by positivity
  have h2 := (h1.add_const (4 * t ^ 2)).sqrt hne
  have h3 : HasDerivAt (gap t m V) _ F := h2
  refine h3.congr_deriv ?_
  unfold gap
  ring
```

`field_derivatives` states these four steps for every $F$. Inside it, `hinv` is the derivative of $1/g$, and `hr` is the identity $g^{-2}(\Delta^2+4t^2)=1$. The `linear_combination` steps use `hr` where the calculation above replaces $g^2$, in the second and fourth derivatives. The helper `hcongr` lets a function be differentiated in one algebraic form and reported in another.

```lean
/-- For `t > 0`, the first four field derivatives of the lower level, each obtained from the
preceding one, in every field `F`. -/
theorem field_derivatives {t : ℝ} (ht : 0 < t) (m V : ℝ) :
    (∀ F, HasDerivAt (lowerEnergy t m V)
      ((-m + m * (V - m * F) / gap t m V F) / 2) F) ∧
    (∀ F, HasDerivAt (fun F => (-m + m * (V - m * F) / gap t m V F) / 2)
      (-2 * t ^ 2 * m ^ 2 / gap t m V F ^ 3) F) ∧
    (∀ F, HasDerivAt (fun F => -2 * t ^ 2 * m ^ 2 / gap t m V F ^ 3)
      (-6 * t ^ 2 * m ^ 3 * (V - m * F) / gap t m V F ^ 5) F) ∧
    (∀ F, HasDerivAt (fun F => -6 * t ^ 2 * m ^ 3 * (V - m * F) / gap t m V F ^ 5)
      (24 * t ^ 2 * m ^ 4 * (t ^ 2 - (V - m * F) ^ 2) / gap t m V F ^ 7) F) := by
  -- the inverse gap obeys a polynomial differential equation
  have hinv : ∀ F, HasDerivAt (fun F => (gap t m V F)⁻¹)
      (m * (V - m * F) * (gap t m V F)⁻¹ ^ 3) F := by
    intro F
    have h : HasDerivAt (fun F => (gap t m V F)⁻¹) _ F :=
      (hasDerivAt_gap ht m V F).inv (gap_pos_and_sq ht m V F).1.ne'
    exact h.congr_deriv (by ring)
  have hr : ∀ F, (gap t m V F)⁻¹ ^ 2 * ((V - m * F) ^ 2 + 4 * t ^ 2) = 1 := by
    intro F
    obtain ⟨hp, hs⟩ := gap_pos_and_sq ht m V F
    rw [← hs, inv_pow, inv_mul_cancel₀ (pow_ne_zero 2 hp.ne')]
  -- equal functions have equal derivatives
  have hcongr : ∀ {f g : ℝ → ℝ} {a b F : ℝ}, HasDerivAt f a F → (∀ y, g y = f y) →
      a = b → HasDerivAt g b F := by
    intro f g a b F h hf hab
    rw [funext hf, ← hab]
    exact h
  refine ⟨fun F => ?_, fun F => ?_, fun F => ?_, fun F => ?_⟩
  · have h : HasDerivAt (lowerEnergy t m V) _ F :=
      ((hasDerivAt_detuning m V F).fun_sub (hasDerivAt_gap ht m V F)).div_const 2
    exact h.congr_deriv (by ring)
  · have h := ((((hasDerivAt_detuning m V F).fun_mul (hinv F)).const_mul m).const_add
      (-m)).div_const 2
    refine hcongr h (fun y => ?_) ?_
    · ring
    · linear_combination (m ^ 2 / 2 * (gap t m V F)⁻¹) * hr F
  · have h := ((hinv F).fun_pow 3).const_mul (-2 * t ^ 2 * m ^ 2)
    refine hcongr h (fun y => ?_) ?_
    · ring
    · simp only [Nat.cast_ofNat, Nat.reduceSub]
      ring
  · have h := ((hasDerivAt_detuning m V F).fun_mul ((hinv F).fun_pow 5)).const_mul
      (-6 * t ^ 2 * m ^ 3)
    refine hcongr h (fun y => ?_) ?_
    · ring
    · simp only [Nat.cast_ofNat, Nat.reduceSub]
      linear_combination (-6 * t ^ 2 * m ^ 4 * (gap t m V F)⁻¹ ^ 5) * hr F
```

At $t=0$ the levels no longer mix. If $V\neq0$, the ground energy is constant or linear near zero field, so its fourth derivative vanishes although $|V|\neq t$; the criterion for a vanishing response therefore needs $t\neq0$. If $V=0$ as well and $m\neq0$, then $E(F)=\min(0,-mF)$ has a kink at zero field. A negative $t$ does no such harm: the levels depend on $t^2$, the response formulas keep their form, and the sign rule becomes $|V|<|t|$.

## The energy is the lowest level in every field

The hypothesis `hE` says that `E F` is the ground energy of `hamiltonian t m V F` for each `F`. Physically, the molecule stays in its electronic ground state as the static field is varied. By hand, this identifies $E$ with $(\Delta-g)/2$ before anything is differentiated. Setting $F=0$, hence $\Delta=V$, and reversing signs then gives the three responses.

The theorem takes an arbitrary function `E` with this property, and `lowerEnergy_isGroundEnergy` shows that one exists. Its proof uses `IsLeast.unique` to obtain `hEq`, the equality of `E` and `lowerEnergy t m V` as functions. The equations `i1` to `i4` build the iterated derivatives one order at a time, and `g0` evaluates the gap at zero field. The half-integer powers in the formulas appear as powers of `Real.sqrt (V ^ 2 + 4 * t ^ 2)`. Lean's `iteratedDeriv` returns a number even where a derivative fails to exist, but the `HasDerivAt` statements above show that these derivatives are genuine.

```lean
/-- Let `E F` be the ground energy of the chromophore in each field `F`, with `t > 0`. The
negatives of its second, third and fourth derivatives at zero field have these closed forms. -/
theorem zero_field_responses {t m V : ℝ} (ht : 0 < t) {E : ℝ → ℝ}
    (hE : ∀ F, IsGroundEnergy (hamiltonian t m V F) (E F)) :
    -iteratedDeriv 2 E 0 = 2 * t ^ 2 * m ^ 2 / Real.sqrt (V ^ 2 + 4 * t ^ 2) ^ 3 ∧
    -iteratedDeriv 3 E 0 = 6 * t ^ 2 * m ^ 3 * V / Real.sqrt (V ^ 2 + 4 * t ^ 2) ^ 5 ∧
    -iteratedDeriv 4 E 0 =
      24 * t ^ 2 * m ^ 4 * (V ^ 2 - t ^ 2) / Real.sqrt (V ^ 2 + 4 * t ^ 2) ^ 7 := by
  -- the least eigenvalue is unique, so `E` is the closed form
  have hEq : E = lowerEnergy t m V :=
    funext fun F => IsLeast.unique (hE F) (lowerEnergy_isGroundEnergy ht m V F)
  obtain ⟨d1, d2, d3, d4⟩ := field_derivatives ht m V
  have i1 := iteratedDeriv_one.trans (funext fun F => (d1 F).deriv)
  have i2 := (iteratedDeriv_succ (n := 1) (f := lowerEnergy t m V)).trans
    ((congrArg deriv i1).trans (funext fun F => (d2 F).deriv))
  have i3 := (iteratedDeriv_succ (n := 2) (f := lowerEnergy t m V)).trans
    ((congrArg deriv i2).trans (funext fun F => (d3 F).deriv))
  have i4 := (iteratedDeriv_succ (n := 3) (f := lowerEnergy t m V)).trans
    ((congrArg deriv i3).trans (funext fun F => (d4 F).deriv))
  have g0 : gap t m V 0 = Real.sqrt (V ^ 2 + 4 * t ^ 2) := by simp [gap]
  have e2 := congrFun i2 0
  have e3 := congrFun i3 0
  have e4 := congrFun i4 0
  simp only [Nat.reduceAdd, g0, mul_zero, sub_zero] at e2 e3 e4
  rw [hEq, e2, e3, e4]
  refine ⟨?_, ?_, ?_⟩ <;> ring
```

Knowing the ground energy at $F=0$ alone would not fix any derivative; a neighbourhood of zero would be enough. The word "lowest" matters too. The two levels add up to $\Delta$, which is linear in $F$, so the upper level has the opposite second, third and fourth derivatives, and its fourth-order response is positive for $|V|<t$ when $m\neq0$.

## A nonzero dipole gives the field something to act on

The hypothesis `hm : m ≠ 0` says that charge transfer changes the dipole along the field. It is needed only for the sign rule; the response formulas hold for $m=0$ too. By hand, write

$$-E''''(0)=c\,(V^2-t^2),\qquad c=\frac{24t^2m^4}{(V^2+4t^2)^{7/2}}.$$

Since $t>0$ and $m\neq0$, the prefactor $c$ is positive. The response therefore has the sign of $V^2-t^2$, and $V^2<t^2$ is equivalent to $|V|<t$. The sign of $m$ does not matter here, whereas the third-order response changes sign with it.

In the proof, `hc` is the positivity of $c$ and `hg` the factorisation. The equivalences `hlt` and `heq` translate between squares and absolute values, which is where the sign of $t$ enters. The negative case then follows from the sign of a product, and the zero case from `mul_eq_zero`.

```lean
/-- For `t > 0` and `m ≠ 0`, the fourth-order response `-E''''` of the ground energy at zero
field is negative exactly for `|V| < t` and vanishes exactly for `|V| = t`. -/
theorem fourth_order_sign {t m V : ℝ} (ht : 0 < t) (hm : m ≠ 0) {E : ℝ → ℝ}
    (hE : ∀ F, IsGroundEnergy (hamiltonian t m V F) (E F)) :
    (-iteratedDeriv 4 E 0 < 0 ↔ |V| < t) ∧ (-iteratedDeriv 4 E 0 = 0 ↔ |V| = t) := by
  have hs : 0 < Real.sqrt (V ^ 2 + 4 * t ^ 2) := Real.sqrt_pos.mpr (by positivity)
  -- a positive prefactor multiplies `V² - t²`
  have hc : 0 < 24 * t ^ 2 * m ^ 4 / Real.sqrt (V ^ 2 + 4 * t ^ 2) ^ 7 := by positivity
  have hg : -iteratedDeriv 4 E 0 =
      24 * t ^ 2 * m ^ 4 / Real.sqrt (V ^ 2 + 4 * t ^ 2) ^ 7 * (V ^ 2 - t ^ 2) := by
    rw [(zero_field_responses ht hE).2.2]
    ring
  have hlt : V ^ 2 < t ^ 2 ↔ |V| < t := by rw [sq_lt_sq, abs_of_pos ht]
  have heq : V ^ 2 = t ^ 2 ↔ |V| = t := by rw [sq_eq_sq_iff_abs_eq_abs, abs_of_pos ht]
  rw [hg, ← hlt, ← heq]
  constructor
  · constructor
    · intro h
      by_contra hn
      have h2 := mul_nonneg hc.le (sub_nonneg.mpr (not_lt.mp hn))
      linarith
    · intro h
      exact mul_neg_of_pos_of_neg hc (sub_neg.mpr h)
  · rw [mul_eq_zero, or_iff_right hc.ne', sub_eq_zero]

end

end PushPullChromophore
```

```lean
#print axioms PushPullChromophore.fourth_order_sign
```

```
'PushPullChromophore.fourth_order_sign' depends on axioms: [propext, Classical.choice, Quot.sound]
```

If $m=0$, the energy does not depend on the field and the fourth-order response is zero for every $V$. At $V=0$ the condition $|V|<t$ then holds without a negative response, and the response vanishes although $|V|\neq t$.
